# The convex envelope of a quartic double well is straight between its common-tangent points

If the free energy of a homogeneous alloy is used at every composition, it comes out too high between the two coexisting phases, because the alloy can lower it by separating. The curve also bends downwards over part of that range, so the chemical potential falls there as composition rises. Both faults go away when the curve is replaced by its convex envelope, the greatest convex function lying below it; between the two phases the chemical potential is then constant. The problems below find this envelope for a quartic double well.

```lean
import Mathlib

open Set

namespace QuarticDoubleWell
```

Let $x$ be the composition and let $a\le b$, $c$ and $d$ be real numbers. The free energy per site of the homogeneous phase, at fixed temperature, is

$$f(x)=(x-a)^2(x-b)^2+c+dx .$$

The unit of energy is chosen so that the quartic coefficient is one. The constant $c$ fixes the zero of energy, and $d$ is the slope of $f$ at both $a$ and $b$. Since also $f(a)=c+da$ and $f(b)=c+db$, the line $c+dx$ is the common tangent at these points. In a binary alloy, with $x$ the fraction of one component, the slope of $f$ is the chemical potential of that component minus that of the other. This difference is what is called the chemical potential here, and the two phases share its value $d$. For $a<b$ the curve has two wells once the linear term is removed; for $a=b$ they merge, and the statements below that assume only $a\le b$ still hold.

```lean
/-- Quartic double-well free energy of a homogeneous phase of composition `x`,
with a linear term `c + d x` added. -/
def freeEnergy (a b c d x : ℝ) : ℝ := (x - a) ^ 2 * (x - b) ^ 2 + c + d * x
```

The candidate $g$ follows the straight line $c+dx$ on $[a,b]$ and $f$ elsewhere. In Lean it is called `envelope` from the start, although it earns that name only in part (f).

```lean
/-- The function equal to the straight line `c + d x` for `a ≤ x ≤ b` and to the
double-well free energy elsewhere. -/
noncomputable def envelope (a b c d x : ℝ) : ℝ :=
  if a ≤ x ∧ x ≤ b then c + d * x else freeEnergy a b c d x
```

Let $M(x)$ be the set of free energies of mixtures with mean composition $x$. A mixture has phases of compositions $y$ and $z$ in fractions $s,t\ge 0$ with $s+t=1$ and $sy+tz=x$, and its free energy is $sf(y)+tf(z)$. Interfaces and elastic strain cost nothing, and mixtures of three or more phases are left out. Lean calls these values energies for short.

```lean
/-- The energies of all two-phase mixtures of mean composition `x`: phases of composition
`y` and `z` are present in fractions `s` and `t`, and interfaces cost nothing. -/
def mixtureEnergies (f : ℝ → ℝ) (x : ℝ) : Set ℝ :=
  {E | ∃ s t y z : ℝ, 0 ≤ s ∧ 0 ≤ t ∧ s + t = 1 ∧ s * y + t * z = x ∧ s * f y + t * f z = E}
```

Compositions run over the whole real line and are not confined to $0\le x\le 1$. The step to an actual alloy is the assumption that its free energy has this quartic form. Free energies fitted to electronic-structure calculations are turned into phase boundaries by the same construction, treated here for one composition variable and a single quartic curve.

## (a) One formula for both branches

**Task.** Write $q(x)=(x-a)(x-b)$. For $a\le b$, show that

$$g(x)=c+dx+\max(0,q(x))^2 .$$

**Solution.** If $a\le x\le b$, then $x-a\ge 0$ and $x-b\le 0$, so $q(x)\le 0$. The maximum is zero and the line remains. If $x<a$, both factors are negative; if $x>b$, both are positive. In either case $q(x)>0$, the maximum is $q(x)$, and its square is the quartic term of $f$.

The condition $a\le b$ is needed. For $b<a$ no $x$ satisfies $a\le x\le b$, so $g=f$ everywhere, while the formula gives the line between $b$ and $a$.

In Lean, `split_ifs` separates the two branches. In each, `h` records the sign of $q(x)$, which decides the maximum, and `ring` compares the polynomials.

```lean
variable {a b c d : ℝ}

/-- For `a ≤ b` the piecewise function is the line `c + d x` plus the square of the
positive part of `(x - a)(x - b)`. -/
theorem envelope_eq (hab : a ≤ b) (x : ℝ) :
    envelope a b c d x = c + d * x + (max 0 ((x - a) * (x - b))) ^ 2 := by
  unfold envelope freeEnergy
  split_ifs with hx
  · have h : (x - a) * (x - b) ≤ 0 := by
      nlinarith [mul_nonneg (sub_nonneg.2 hx.1) (sub_nonneg.2 hx.2)]
    rw [max_eq_left h]
    ring
  · have h : 0 ≤ (x - a) * (x - b) := by
      rcases lt_or_ge x a with h | h
      · nlinarith [mul_nonneg (sub_nonneg.2 h.le) (sub_nonneg.2 (h.le.trans hab))]
      · have hb : b < x := by
          by_contra hb
          exact hx ⟨h, not_lt.1 hb⟩
        exact mul_nonneg (by linarith) (by linarith)
    rw [max_eq_right h]
    ring
```

## (b) Convexity of the candidate

**Task.** For $a\le b$, all real $x,y$ and all $s,t\ge0$ with $s+t=1$, show that

$$g(sx+ty)\le s\,g(x)+t\,g(y).$$

**Solution.** The parabola $q$ is convex, since

$$s\,q(x)+t\,q(y)-q(sx+ty)=st(x-y)^2\ge 0 .$$

Let $m=\max(0,q)$. Both $0$ and $q(sx+ty)$ are at most $s\,m(x)+t\,m(y)$, so $m$ is convex. Because $m$ is nonnegative, squaring keeps the inequality:

$$m(sx+ty)^2\le\big(s\,m(x)+t\,m(y)\big)^2=s\,m(x)^2+t\,m(y)^2-st\big(m(x)-m(y)\big)^2 .$$

Dropping the last term shows that $m^2$ is convex. The line $c+dx$ satisfies the convexity inequality with equality, so adding it changes nothing, and part (a) gives the claim for $g$.

`ConvexOn ℝ univ` says that a function is convex on the whole real line. The facts `hq`, `hm` and `hp` are the convexity of $q$, $m$ and $m^2$. The last line adds the straight line, using $s+t=1$ to collect the constant $c$.

```lean
/-- For `a ≤ b` the piecewise function is convex on the whole real line. -/
theorem envelope_convex (hab : a ≤ b) : ConvexOn ℝ univ (envelope a b c d) := by
  -- the parabola is convex, hence so are its positive part and the square of that
  have hq : ConvexOn ℝ univ (fun x : ℝ => (x - a) * (x - b)) := by
    refine ⟨convex_univ, ?_⟩
    intro x _ y _ s t hs ht hst
    simp only [smul_eq_mul]
    obtain rfl : t = 1 - s := by linarith
    nlinarith [mul_nonneg (mul_nonneg hs ht) (sq_nonneg (x - y))]
  have hm : ConvexOn ℝ univ (fun x : ℝ => max 0 ((x - a) * (x - b))) :=
    (convexOn_const 0 convex_univ).sup hq
  have hp : ConvexOn ℝ univ (fun x : ℝ => (max 0 ((x - a) * (x - b))) ^ 2) :=
    hm.pow (fun x _ => le_max_left _ _) 2
  refine ⟨convex_univ, ?_⟩
  intro x _ y _ s t hs ht hst
  have h := hp.2 (mem_univ x) (mem_univ y) hs ht hst
  simp only [smul_eq_mul] at h ⊢
  simp only [envelope_eq hab]
  linear_combination h - c * hst
```

## (c) A lower bound on the homogeneous phase

**Task.** Show that, for every $x$,

$$g(x)\le f(x).$$

**Solution.** On $[a,b]$ the difference is $f(x)-g(x)=(x-a)^2(x-b)^2\ge0$. Elsewhere the two functions are equal.

Lean treats the same two cases and supplies the square of $q(x)$ as the nonnegative quantity. No order between $a$ and $b$ is assumed.

```lean
/-- The piecewise function nowhere exceeds the double-well free energy. -/
theorem envelope_le (x : ℝ) : envelope a b c d x ≤ freeEnergy a b c d x := by
  unfold envelope
  split_ifs
  · unfold freeEnergy
    nlinarith [sq_nonneg ((x - a) * (x - b))]
  · exact le_refl _
```

## (d) Where separation pays

**Task.** Show that

$$g(x)<f(x)\iff a<x<b .$$

**Solution.** For $a<x<b$ the difference $(x-a)^2(x-b)^2$ is a product of two positive numbers, so the inequality is strict. Conversely, suppose that $g(x)<f(x)$. Then $x$ lies in $[a,b]$, because the functions agree outside. It is neither $a$ nor $b$, because the difference vanishes there.

The open interval is the miscibility gap of the model. In the Lean proof, the two uses of `simp [e] at h` rule out the end points, and `mul_pos` gives the strict inequality in the other direction.

```lean
/-- The piecewise function lies strictly below the free energy of the homogeneous phase
exactly at the compositions with `a < x < b`. -/
theorem envelope_lt_iff (x : ℝ) :
    envelope a b c d x < freeEnergy a b c d x ↔ a < x ∧ x < b := by
  constructor
  · intro h
    by_cases hx : a ≤ x ∧ x ≤ b
    · rw [envelope, if_pos hx, freeEnergy] at h
      refine ⟨lt_of_le_of_ne hx.1 ?_, lt_of_le_of_ne hx.2 ?_⟩
      · intro e
        simp [e] at h
      · intro e
        simp [e] at h
    · rw [envelope, if_neg hx] at h
      exact absurd h (lt_irrefl _)
  · rintro ⟨h1, h2⟩
    rw [envelope, if_pos ⟨h1.le, h2.le⟩, freeEnergy]
    have h := mul_pos (pow_pos (sub_pos.2 h1) 2) (pow_pos (sub_pos.2 h2) 2)
    nlinarith [h]
```

## (e) A mixture for every value

**Task.** For every $x$, find fractions $s,t$ and compositions $y,z$ that form a mixture of mean composition $x$ with

$$s f(y)+t f(z)=g(x).$$

**Solution.** Suppose first that $a\le x\le b$. As $t$ goes from $0$ to $1$, the point $(1-t)a+tb$ moves from $a$ to $b$, so it equals $x$ for some $t$. Put $s=1-t$, $y=a$ and $z=b$. The quartic term vanishes at both compositions, and therefore

$$s f(a)+t f(b)=c(s+t)+d(sa+tb)=c+dx=g(x).$$

If $x$ lies outside $[a,b]$, take $s=1$, $t=0$ and $y=z=x$. This is the homogeneous phase, with free energy $f(x)=g(x)$.

The Lean statement says that $g(x)$ belongs to $M(x)$. The fractions inside the gap come from `segment_eq_Icc`, which identifies the interval $[a,b]$ with the set of weighted means of its end points.

```lean
/-- At every composition the value of the piecewise function is the energy of some
two-phase mixture with that mean composition. -/
theorem envelope_mem_mixtureEnergies (x : ℝ) :
    envelope a b c d x ∈ mixtureEnergies (freeEnergy a b c d) x := by
  by_cases hx : a ≤ x ∧ x ≤ b
  · -- inside the gap, mix the phases `a` and `b`
    have hseg : x ∈ segment ℝ a b := by
      rw [segment_eq_Icc (hx.1.trans hx.2)]
      exact hx
    obtain ⟨s, t, hs, ht, hst, hmix⟩ := hseg
    simp only [smul_eq_mul] at hmix
    refine ⟨s, t, a, b, hs, ht, hst, hmix, ?_⟩
    rw [envelope, if_pos hx]
    simp only [freeEnergy]
    linear_combination c * hst + d * hmix
  · -- outside, take the homogeneous phase
    refine ⟨1, 0, x, x, zero_le_one, le_refl _, by ring, by ring, ?_⟩
    rw [envelope, if_neg hx]
    ring
```

## (f) The greatest convex function below the double well

**Task.** Let $a\le b$, and let $h$ be any convex function on the real line with $h\le f$ everywhere. Show that, for every $x$,

$$h(x)\le g(x),$$

and conclude that $g$ is the convex envelope of $f$.

**Solution.** Take the mixture found in part (e). Convexity of $h$, then $h\le f$, then the choice of mixture give

$$h(x)=h(sy+tz)\le s\,h(y)+t\,h(z)\le s f(y)+t f(z)=g(x).$$

By parts (b) and (c), $g$ is itself convex and lies below $f$. It is therefore the greatest such function.

`IsGreatest` contains both halves: `envelope a b c d` belongs to the set of convex functions below `freeEnergy`, and every member of that set is at most equal to it. Functions are compared point by point. In the proof, `h1` is the convexity inequality, while `h2` and `h3` are $h\le f$ at $y$ and $z$, multiplied by the fractions.

```lean
/-- For `a ≤ b`, the greatest convex function on the real line lying below the double-well
free energy is `c + d x` on `[a, b]` and the free energy itself outside. -/
theorem envelope_isGreatest (hab : a ≤ b) :
    IsGreatest {h : ℝ → ℝ | ConvexOn ℝ univ h ∧ ∀ x, h x ≤ freeEnergy a b c d x}
      (envelope a b c d) := by
  refine ⟨⟨envelope_convex hab, envelope_le⟩, ?_⟩
  rintro h ⟨hc, hf⟩ x
  -- a convex function below `f` is bounded by the energy of every mixture
  obtain ⟨s, t, y, z, hs, ht, hst, hmix, hE⟩ :=
    envelope_mem_mixtureEnergies (a := a) (b := b) (c := c) (d := d) x
  have h1 := hc.2 (mem_univ y) (mem_univ z) hs ht hst
  simp only [smul_eq_mul] at h1
  rw [hmix] at h1
  have h2 := mul_le_mul_of_nonneg_left (hf y) hs
  have h3 := mul_le_mul_of_nonneg_left (hf z) ht
  linarith
```

## (g) The equilibrium free energy

**Task.** For $a\le b$ and every $x$, show that

$$g(x)=\min M(x).$$

**Solution.** Part (e) shows that the value $g(x)$ is attained. For any mixture of mean composition $x$, parts (c) and (b) give

$$s f(y)+t f(z)\ge s\,g(y)+t\,g(z)\ge g(sy+tz)=g(x),$$

so no mixture lies lower.

The envelope is thus the free energy that the alloy reaches when it is free to split into two phases. If $0\le a\le b\le1$ and compositions were restricted to $[0,1]$, the minimum would stay the same, since the mixtures of part (e) respect that range.

`IsLeast` again has two halves, membership and lower bound. The inequalities `h1`, `h2` and `h3` are those of the chain above.

```lean
/-- For `a ≤ b`, the piecewise function gives at each composition the least energy
among all two-phase mixtures with that mean composition. -/
theorem envelope_isLeast_mixture (hab : a ≤ b) (x : ℝ) :
    IsLeast (mixtureEnergies (freeEnergy a b c d) x) (envelope a b c d x) := by
  refine ⟨envelope_mem_mixtureEnergies x, ?_⟩
  rintro E ⟨s, t, y, z, hs, ht, hst, hmix, hE⟩
  have h1 := (envelope_convex (c := c) (d := d) hab).2 (mem_univ y) (mem_univ z) hs ht hst
  simp only [smul_eq_mul] at h1
  rw [hmix] at h1
  have h2 := mul_le_mul_of_nonneg_left (envelope_le (a := a) (b := b) (c := c) (d := d) y) hs
  have h3 := mul_le_mul_of_nonneg_left (envelope_le (a := a) (b := b) (c := c) (d := d) z) ht
  linarith
```

## (h) The lever rule

**Task.** Let $a<x<b$, and let a mixture of mean composition $x$ have free energy $g(x)$. Name its phases so that $y\le z$. Show that

$$y=a,\qquad z=b,\qquad s=\frac{b-x}{b-a},\qquad t=\frac{x-a}{b-a}.$$

**Solution.** The linear parts of the mixture's free energy add up to $c(s+t)+d(sy+tz)=c+dx$, which is $g(x)$. What remains is

$$s\,q(y)^2+t\,q(z)^2=0 .$$

Both terms are nonnegative, so each is zero.

Neither phase is absent. If $s=0$, then $t=1$ and $z=x$, so $q(x)^2=0$; but $q(x)<0$ inside the gap. The case $t=0$ fails in the same way. Hence $q(y)=q(z)=0$, and each of $y$ and $z$ is $a$ or $b$.

The choice $y=z=a$ would give $x=a$, and $y=z=b$ would give $x=b$; both are excluded. The choice $y=b$, $z=a$ contradicts $y\le z$. So $y=a$ and $z=b$. From $sa+tb=x$ and $s+t=1$ it follows that

$$b-x=s(b-a),\qquad x-a=t(b-a),$$

and division by $b-a>0$ gives the fractions.

In Lean, `key` is the vanishing sum, and `hs0` and `ht0` say that both phases are present. The final `rcases` line opens the four combinations of $a$ and $b$, of which the second survives.

```lean
/-- Lever rule: for `a < x < b`, a mixture of phases `y ≤ z` with mean composition `x` whose
energy equals the envelope consists of the phases `a` and `b`, in fractions
`(b - x)/(b - a)` and `(x - a)/(b - a)`. -/
theorem lever_rule {x s t y z : ℝ} (hx : a < x ∧ x < b) (hs : 0 ≤ s) (ht : 0 ≤ t)
    (hst : s + t = 1) (hmix : s * y + t * z = x) (hyz : y ≤ z)
    (hE : s * freeEnergy a b c d y + t * freeEnergy a b c d z = envelope a b c d x) :
    y = a ∧ z = b ∧ s = (b - x) / (b - a) ∧ t = (x - a) / (b - a) := by
  rw [envelope, if_pos ⟨hx.1.le, hx.2.le⟩] at hE
  simp only [freeEnergy] at hE
  -- the excess energies of both phases above the line must vanish
  have key : s * ((y - a) * (y - b)) ^ 2 + t * ((z - a) * (z - b)) ^ 2 = 0 := by
    linear_combination hE - c * hst - d * hmix
  have p1 := mul_nonneg hs (sq_nonneg ((y - a) * (y - b)))
  have p2 := mul_nonneg ht (sq_nonneg ((z - a) * (z - b)))
  have h1 : s * ((y - a) * (y - b)) ^ 2 = 0 := by linarith
  have h2 : t * ((z - a) * (z - b)) ^ 2 = 0 := by linarith
  have hW : ((x - a) * (x - b)) ^ 2 ≠ 0 :=
    pow_ne_zero 2 (mul_ne_zero (sub_pos.2 hx.1).ne' (sub_neg.2 hx.2).ne)
  -- neither phase can be absent
  have hs0 : s ≠ 0 := by
    intro h
    have h' : t = 1 := by linarith
    have hz : z = x := by
      rw [h, h'] at hmix
      linarith
    rw [h', hz, one_mul] at h2
    exact hW h2
  have ht0 : t ≠ 0 := by
    intro h
    have h' : s = 1 := by linarith
    have hy : y = x := by
      rw [h, h'] at hmix
      linarith
    rw [h', hy, one_mul] at h1
    exact hW h1
  have hy := (pow_eq_zero_iff two_ne_zero).1 ((mul_eq_zero.1 h1).resolve_left hs0)
  have hz := (pow_eq_zero_iff two_ne_zero).1 ((mul_eq_zero.1 h2).resolve_left ht0)
  have hne : b - a ≠ 0 := by linarith [hx.1, hx.2] |> fun h : 0 < b - a => h.ne'
  rcases mul_eq_zero.1 hy with hy | hy <;> rcases mul_eq_zero.1 hz with hz | hz
  · have e : x = a := by linear_combination -hmix + s * hy + t * hz + a * hst
    exact absurd e hx.1.ne'
  · refine ⟨by linarith, by linarith, ?_, ?_⟩
    · rw [eq_div_iff hne]
      linear_combination -hmix + s * hy + t * hz + b * hst
    · rw [eq_div_iff hne]
      linear_combination hmix - s * hy - t * hz - a * hst
  · linarith [hx.1, hx.2]
  · have e : x = b := by linear_combination -hmix + s * hy + t * hz + b * hst
    exact absurd e hx.2.ne

end QuarticDoubleWell
```

```lean
#print axioms QuarticDoubleWell.envelope_lt_iff
#print axioms QuarticDoubleWell.envelope_isGreatest
#print axioms QuarticDoubleWell.envelope_isLeast_mixture
#print axioms QuarticDoubleWell.lever_rule
```

```
'QuarticDoubleWell.envelope_lt_iff' depends on axioms: [propext, Classical.choice, Quot.sound]
'QuarticDoubleWell.envelope_isGreatest' depends on axioms: [propext, Classical.choice, Quot.sound]
'QuarticDoubleWell.envelope_isLeast_mixture' depends on axioms: [propext, Classical.choice, Quot.sound]
'QuarticDoubleWell.lever_rule' depends on axioms: [propext, Classical.choice, Quot.sound]
```
